# The quadratic form of the overlap matrix is the squared norm of the superposition

For a finite family of vectors v_i in a complex inner product space, the overlap matrix S has entries S_ij = ⟨v_i, v_j⟩, where the inner product is conjugate-linear in its first argument and linear in its second. The theorem `overlap_form` states that c†Sc = ‖Σ_i c_i v_i‖² for any complex coefficients c_i, so the overlap matrix gives the squared norm of a superposition even when the vectors are not orthogonal. The vectors need not be normalised or linearly independent, and the superposition need not have norm one. The proof writes the squared norm as the inner product of the superposition with itself, expands both sides into double sums over i and j, and compares them term by term.

The failing Lean file:

```lean
import Mathlib

open Matrix
open scoped InnerProductSpace ComplexOrder

namespace OverlapForm

noncomputable section

variable {ι E : Type*} [Fintype ι] [NormedAddCommGroup E] [InnerProductSpace ℂ E]

/-- The overlap matrix of a family of vectors, with entries `⟨v i, v j⟩`. -/
def overlap (v : ι → E) : Matrix ι ι ℂ := Matrix.of fun i j => ⟪v i, v j⟫_ℂ

/-- The quadratic form of the overlap matrix is the squared norm of the superposition. -/
theorem overlap_form (v : ι → E) (c : ι → ℂ) :
    star c ⬝ᵥ overlap v *ᵥ c = ((‖∑ i, c i • v i‖ ^ 2 : ℝ) : ℂ) := by
  have h := inner_self_eq_norm_sq_to_K (𝕜 := ℂ) (∑ i, c i • v i)
  rw [Complex.ofReal_pow]
  refine Eq.trans ?_ h
  rw [sum_inner]
  simp only [dotProduct, Matrix.mulVec]
  refine Finset.sum_congr rfl fun i _ => ?_
  rw [inner_smul_left, inner_sum, Finset.mul_sum, Finset.mul_sum]
  refine Finset.sum_congr rfl fun j _ => ?_
  rw [inner_smul_right]
  simp only [overlap, Matrix.of_apply, Pi.star_apply, RCLike.star_def]

end

end OverlapForm
```

Messages:

```
Main.lean:17:67: error: unsolved goals
ι : Type u_1
E : Type u_2
inst✝² : Fintype ι
inst✝¹ : NormedAddCommGroup E
inst✝ : InnerProductSpace ℂ E
v : ι → E
c : ι → ℂ
h : ⟪∑ i, c i • v i, ∑ i, c i • v i⟫_ℂ = ↑‖∑ i, c i • v i‖ ^ 2
i : ι
x✝¹ : i ∈ Finset.univ
j : ι
x✝ : j ∈ Finset.univ
⊢ (starRingEnd ℂ) (c i) * (⟪v i, v j⟫_ℂ * c j) = (starRingEnd ℂ) (c i) * (c j * ⟪v i, v j⟫_ℂ)
```

Cause. The single error is an unsolved goal, left when the tactics run out. The expansion has worked, and for each i and j the two sides have the same three factors: the conjugate of `c i`, the overlap of `v i` with `v j`, and `c j`. Only the order of the last two differs. On the left, the matrix-vector product puts the matrix entry before the coefficient; on the right, `inner_smul_right` has taken the coefficient out in front of the inner product.

The final `simp only` unfolds the overlap matrix and rewrites the star as complex conjugation, but none of the lemmas it is given says that multiplication commutes, so it cannot match the two products. The added `ring` closes the goal, since it proves identities that follow from the commutative ring laws, and multiplication in ℂ is commutative.

After these edits no error is left:

```diff
@@ -26,4 +26,5 @@
   rw [inner_smul_right]
   simp only [overlap, Matrix.of_apply, Pi.star_apply, RCLike.star_def]
+  ring
 
 end
```
